# Biorthogonal Lanczos started in one block of an off-diagonal block matrix has zero diagonal coefficients

Take $L=\begin{pmatrix}0&2\\3&0\end{pmatrix}$ and start the two-sided Lanczos recursion from $q_0=p_0=(1,0)$. Then $Lq_0=(0,3)$ has no component along $p_0$, so the first diagonal coefficient is zero. On the left, $L^Tp_0=(0,2)$. Normalising gives $q_1=p_1=(0,1)$, and $Lq_1=(2,0)$ is orthogonal to $p_1$. Each application of $L$ moves the vector to the other component, where its left partner is not.

## Alternation in general

Let $L=\begin{pmatrix}0&D\\K&0\end{pmatrix}$ be real, with possibly rectangular $D$ and $K$. Write $\langle x,y\rangle$ for the real dot product and $\alpha_j=\langle p_j,Lq_j\rangle$ for the diagonal coefficients. An $N$-step run satisfies, for $0\le j<N$,

$$\beta_{j+1}q_{j+1}=Lq_j-\alpha_jq_j-\gamma_jq_{j-1},\qquad
\gamma_{j+1}p_{j+1}=L^Tp_j-\alpha_jp_j-\beta_jp_{j-1},$$

with $q_{-1}=p_{-1}=0$, nonzero $\beta_{j+1},\gamma_{j+1}$, and $\langle p_j,q_j\rangle=1$ for $j\le N$.

**Claim.** If $q_0=(v,0)$ and $p_0=(w,0)$, then for every $j\le N$ both $q_j$ and $p_j$ lie in the first block for even $j$ and in the second for odd $j$, and $\alpha_j=0$. The choice $w=v$, with $v$ of unit length, gives equal start vectors. If both start vectors lie in the second block instead, exchanging the two blocks, and with them $D$ and $K$, reduces this to the case treated here.

Assume the block statement up to step $j$. Since $L$ exchanges the blocks, $Lq_j$ lies in the block opposite to $p_j$, hence $\alpha_j=0$. If $j<N$, the right recurrence becomes
$$\beta_{j+1}q_{j+1}=Lq_j-\gamma_jq_{j-1}.$$
Both terms lie in the block opposite to $q_j$, and dividing by $\beta_{j+1}\neq0$ puts $q_{j+1}$ there. The same argument with $L^T$, which also exchanges the blocks, places $p_{j+1}$.

In linear-response time-dependent density functional theory with real orbitals, a finite basis and a frequency-independent kernel, this $L$ arises with $D=A-B$ and $K=A+B$, acting on $(X+Y,\,X-Y)$. A one-block start then needs only one block product per application of $L$.

## Biorthogonality and paired Ritz values

The recurrences also imply $\langle p_i,q_j\rangle=0$ for $i\ne j$, for any real square $L$. Suppose this holds up to index $j$, and pair the right recurrence with $p_i$. For $i=j$,
$$\beta_{j+1}\langle p_j,q_{j+1}\rangle=\alpha_j-\alpha_j-0=0.$$
For $i<j$, moving $L$ to the left and using the left recurrence gives
$$\langle p_i,Lq_j\rangle=\langle L^Tp_i,q_j\rangle=\gamma_{i+1}\langle p_{i+1},q_j\rangle,$$
so that
$$\beta_{j+1}\langle p_i,q_{j+1}\rangle=\gamma_{i+1}\langle p_{i+1},q_j\rangle-\gamma_j\langle p_i,q_{j-1}\rangle.$$
For $i=j-1$ the right side is $\gamma_j-\gamma_j=0$; for smaller $i$ both terms vanish. Exchanging $L$ with $L^T$ and $q$ with $p$ gives the other half.

Let $T_{ij}=\langle p_i,Lq_j\rangle$ for $0\le i,j\le N$; its eigenvalues are the Ritz values. By alternation, $T_{ij}=0$ when $i+j$ is even. With $S=\mathrm{diag}((-1)^i)$ this means $TS=-ST$, so $Tx=\theta x$ implies $T(Sx)=-\theta\,Sx$. In the opening example $T=L$ and $\theta=\pm\sqrt6$. For $\theta=0$, the only possibility when $N=0$, the two values coincide.

## The development in Lean

The index type `ι` serves a general matrix; `m` and `n` label the two blocks.

```lean
import Mathlib

open Matrix

namespace BlockLanczos

variable {ι m n : Type*} [Fintype ι] [Fintype m] [Fintype n]
```

The vector before the first is zero, which makes the values of $\beta_0$ and $\gamma_0$ irrelevant.

```lean
/-- The vector preceding the `j`-th one in a sequence, with zero before the first. -/
def prev (q : ℕ → ι → ℝ) : ℕ → ι → ℝ
  | 0 => 0
  | j + 1 => q j
```

`IsLanczosRun` describes a completed run. The sequences are indexed by all natural numbers, but only steps up to `N` are constrained. The diagonal coefficient appears directly as `p j ⬝ᵥ (L *ᵥ q j)`. Together with `overlap`, the fields `β_ne` and `γ_ne` express absence of breakdown: the recursion has produced new left and right directions that can be scaled to unit overlap. This is assumed, not derived from $D$ and $K$, and rounding errors are not modelled.

```lean
/-- An `N`-step biorthogonal Lanczos run without breakdown: `L` generates the right vectors `q`,
its transpose generates the left vectors `p`, and each pair is normalised to unit overlap. -/
structure IsLanczosRun (L : Matrix ι ι ℝ) (N : ℕ) (q p : ℕ → ι → ℝ) (β γ : ℕ → ℝ) :
    Prop where
  overlap : ∀ j ≤ N, p j ⬝ᵥ q j = 1
  β_ne : ∀ j < N, β (j + 1) ≠ 0
  γ_ne : ∀ j < N, γ (j + 1) ≠ 0
  right : ∀ j < N, β (j + 1) • q (j + 1) =
    L *ᵥ q j - (p j ⬝ᵥ (L *ᵥ q j)) • q j - γ j • prev q j
  left : ∀ j < N, γ (j + 1) • p (j + 1) =
    Lᵀ *ᵥ p j - (p j ⬝ᵥ (L *ᵥ q j)) • p j - β j • prev p j
```

The disjoint sum `m ⊕ n` indexes the full space.

```lean
/-- The block matrix `[[0, D], [K, 0]]`. -/
def blockL (D : Matrix m n ℝ) (K : Matrix n m ℝ) : Matrix (m ⊕ n) (m ⊕ n) ℝ :=
  fromBlocks 0 D K 0
```

`InBlock j x` depends only on the parity of `j` and says which components of `x` vanish.

```lean
/-- The vector `x` lies in the first block if `j` is even and in the second if `j` is odd. -/
def InBlock (j : ℕ) (x : m ⊕ n → ℝ) : Prop :=
  (j % 2 = 0 → ∀ b, x (Sum.inr b) = 0) ∧ (j % 2 = 1 → ∀ a, x (Sum.inl a) = 0)
```

The next lemma is the exchange symmetry. It rests on $\langle q_j,L^Tp_j\rangle=\langle p_j,Lq_j\rangle$.

```lean
/-- Exchanging left and right vectors turns a run for `L` into a run for its transpose. -/
theorem IsLanczosRun.swap {L : Matrix ι ι ℝ} {N : ℕ} {q p : ℕ → ι → ℝ} {β γ : ℕ → ℝ}
    (h : IsLanczosRun L N q p β γ) : IsLanczosRun Lᵀ N p q γ β := by
  have a : ∀ j, q j ⬝ᵥ (Lᵀ *ᵥ p j) = p j ⬝ᵥ (L *ᵥ q j) := fun j => by
    rw [dotProduct_comm, mulVec_transpose, dotProduct_mulVec]
  refine ⟨fun j hj => ?_, h.γ_ne, h.β_ne, fun j hj => ?_, fun j hj => ?_⟩
  · rw [dotProduct_comm]; exact h.overlap j hj
  · rw [a]; exact h.left j hj
  · rw [a, transpose_transpose]; exact h.right j hj
```

`step` carries out the pairing with $p_i$. The equation `e` is the right recurrence paired with $p_i$, and `f` is the left recurrence paired with $q_j$. The case splits separate $i=j$, $i=j-1$ and smaller $i$.

```lean
/-- If the vectors up to step `j` are biorthogonal, the next right vector is orthogonal to all
earlier left vectors. -/
theorem IsLanczosRun.step {L : Matrix ι ι ℝ} {N : ℕ} {q p : ℕ → ι → ℝ} {β γ : ℕ → ℝ}
    (h : IsLanczosRun L N q p β γ) {j : ℕ} (hj : j < N)
    (ih : ∀ k ≤ j, ∀ i < k, p i ⬝ᵥ q k = 0 ∧ q i ⬝ᵥ p k = 0) :
    ∀ i < j + 1, p i ⬝ᵥ q (j + 1) = 0 := by
  intro i hi
  have e := congrArg (fun x => p i ⬝ᵥ x) (h.right j hj)
  simp only [dotProduct_smul, dotProduct_sub, smul_eq_mul] at e
  refine (mul_eq_zero.mp (e.trans ?_)).resolve_left (h.β_ne j hj)
  rcases Nat.lt_succ_iff_lt_or_eq.mp hi with hlt | rfl
  · obtain ⟨k, rfl⟩ : ∃ k, j = k + 1 := ⟨j - 1, by omega⟩
    -- move `L` onto the left vector and use the left recurrence
    have f := congrArg (fun x => x ⬝ᵥ q (k + 1)) (h.left i (by omega))
    simp only [smul_dotProduct, sub_dotProduct, smul_eq_mul] at f
    have a : (Lᵀ *ᵥ p i) ⬝ᵥ q (k + 1) = p i ⬝ᵥ (L *ᵥ q (k + 1)) := by
      rw [mulVec_transpose, dotProduct_mulVec]
    have hp : prev p i ⬝ᵥ q (k + 1) = 0 := by
      rcases i with _ | l
      · simp [prev]
      · exact (ih (k + 1) le_rfl l (by omega)).1
    have h0 := (ih (k + 1) le_rfl i hlt).1
    rw [a, hp, h0] at f
    rw [h0]
    change _ - _ - γ (k + 1) * (p i ⬝ᵥ q k) = 0
    rcases Nat.lt_succ_iff_lt_or_eq.mp hlt with hik | rfl
    · rw [(ih (k + 1) le_rfl (i + 1) (by omega)).1] at f
      rw [(ih k (by omega) i hik).1]
      linarith
    · rw [h.overlap (i + 1) (by omega)] at f
      rw [h.overlap i (by omega)]
      linarith
  · have hp : p i ⬝ᵥ prev q i = 0 := by
      rcases i with _ | l
      · simp [prev]
      · rw [dotProduct_comm]
        exact (ih (l + 1) le_rfl l (by omega)).2
    rw [hp, h.overlap i (by omega)]
    ring
```

Strong induction now gives biorthogonality, with `h.swap.step` supplying the left half.

```lean
/-- Left and right Lanczos vectors belonging to different steps are orthogonal. -/
theorem IsLanczosRun.biorthogonal {L : Matrix ι ι ℝ} {N : ℕ} {q p : ℕ → ι → ℝ}
    {β γ : ℕ → ℝ} (h : IsLanczosRun L N q p β γ) :
    ∀ j ≤ N, ∀ i < j, p i ⬝ᵥ q j = 0 ∧ q i ⬝ᵥ p j = 0 := by
  intro j
  induction j using Nat.strong_induction_on with
  | _ j ih =>
    intro hj i hi
    rcases j with _ | j
    · omega
    · have ih' : ∀ k ≤ j, ∀ i < k, p i ⬝ᵥ q k = 0 ∧ q i ⬝ᵥ p k = 0 :=
        fun k hk => ih k (by omega) (by omega)
      exact ⟨h.step (by omega) ih' i hi,
        h.swap.step (by omega) (fun k hk l hl => (ih' k hk l hl).symm) i hi⟩
```

Two lemmas contain the block mechanism: $L$ changes the parity, and vectors of opposite parity are orthogonal.

```lean
/-- The block matrix carries a vector from one block into the other. -/
theorem InBlock.mulVec {j : ℕ} {x : m ⊕ n → ℝ} (hx : InBlock j x)
    (D : Matrix m n ℝ) (K : Matrix n m ℝ) : InBlock (j + 1) (blockL D K *ᵥ x) := by
  constructor
  · intro h b
    have h0 := hx.2 (by omega)
    simp [blockL, Matrix.mulVec, dotProduct, Fintype.sum_sum_type, h0]
  · intro h a
    have h0 := hx.1 (by omega)
    simp [blockL, Matrix.mulVec, dotProduct, Fintype.sum_sum_type, h0]

/-- Vectors lying in opposite blocks are orthogonal. -/
theorem InBlock.dot_eq_zero {i j : ℕ} {x y : m ⊕ n → ℝ} (hx : InBlock i x)
    (hy : InBlock j y) (hij : (i + j) % 2 = 1) : x ⬝ᵥ y = 0 := by
  rcases Nat.mod_two_eq_zero_or_one i with h | h
  · have h1 := hx.1 h
    have h2 := hy.2 (by omega)
    simp [dotProduct, Fintype.sum_sum_type, h1, h2]
  · have h1 := hx.2 h
    have h2 := hy.1 (by omega)
    simp [dotProduct, Fintype.sum_sum_type, h1, h2]
```

The main theorem allows different left and right start vectors `v` and `w`, both in the first block. Its proof does not need biorthogonality. The `suffices` line obtains the zero coefficient from the block positions; `comb` is the division by $\beta_{j+1}$ or $\gamma_{j+1}$; `ht` identifies $L^T$ as a matrix of the same form, with blocks $K^T$ and $D^T$.

```lean
/-- Started in the first block, the left and right Lanczos vectors alternate between the two
blocks, and every diagonal coefficient is zero. -/
theorem lanczos_alternates {D : Matrix m n ℝ} {K : Matrix n m ℝ} {N : ℕ}
    {q p : ℕ → m ⊕ n → ℝ} {β γ : ℕ → ℝ} (h : IsLanczosRun (blockL D K) N q p β γ)
    {v w : m → ℝ} (hq : q 0 = Sum.elim v 0) (hp : p 0 = Sum.elim w 0) :
    ∀ j ≤ N, InBlock j (q j) ∧ InBlock j (p j) ∧ p j ⬝ᵥ (blockL D K *ᵥ q j) = 0 := by
  -- one recurrence step with vanishing diagonal coefficient stays in the block
  have comb : ∀ (k : ℕ) (c g : ℝ) (z u x y : m ⊕ n → ℝ), c ≠ 0 →
      c • z = u - (0 : ℝ) • x - g • y → InBlock k u → InBlock k y → InBlock k z := by
    intro k c g z u x y hc e hu hy
    have key : ∀ s, u s = 0 → y s = 0 → z s = 0 := fun s h1 h2 => by
      have e' := congrFun e s
      simpa [h1, h2, hc] using e'
    exact ⟨fun hk b => key _ (hu.1 hk b) (hy.1 hk b),
      fun hk a => key _ (hu.2 hk a) (hy.2 hk a)⟩
  have ht : (blockL D K)ᵀ = blockL Kᵀ Dᵀ := by
    simp [blockL, fromBlocks_transpose]
  intro j
  induction j using Nat.strong_induction_on with
  | _ j ih =>
    intro hj
    suffices hs : InBlock j (q j) ∧ InBlock j (p j) from
      ⟨hs.1, hs.2, hs.2.dot_eq_zero (hs.1.mulVec D K) (by omega)⟩
    rcases j with _ | j
    · simp [InBlock, hq, hp]
    · obtain ⟨h1, h2, h3⟩ := ih j (by omega) (by omega)
      have hprev : InBlock (j + 1) (prev q j) ∧ InBlock (j + 1) (prev p j) := by
        rcases j with _ | k
        · simp [InBlock, prev]
        · obtain ⟨a, b, _⟩ := ih k (by omega) (by omega)
          exact ⟨⟨fun t => a.1 (by omega), fun t => a.2 (by omega)⟩,
            ⟨fun t => b.1 (by omega), fun t => b.2 (by omega)⟩⟩
      have er := h.right j (by omega)
      have el := h.left j (by omega)
      rw [h3] at er el
      rw [ht] at el
      exact ⟨comb _ _ _ _ _ _ _ (h.β_ne j (by omega)) er (h1.mulVec D K) hprev.1,
        comb _ _ _ _ _ _ _ (h.γ_ne j (by omega)) el (h2.mulVec Kᵀ Dᵀ) hprev.2⟩
```

The projected matrix $T$ has size $N+1$.

```lean
/-- The matrix of `L` projected on the first `N + 1` pairs of Lanczos vectors. -/
def projected (L : Matrix ι ι ℝ) (N : ℕ) (q p : ℕ → ι → ℝ) :
    Matrix (Fin (N + 1)) (Fin (N + 1)) ℝ :=
  fun i j => p i ⬝ᵥ (L *ᵥ q j)
```

`ritz_pairs` treats real $\theta$ with a real eigenvector, although a nonsymmetric $T$ can also have complex eigenvalues. Its first conclusion is that the partner vector is nonzero. The statement `key` is $TS=-ST$ entry by entry.

```lean
/-- For a run started in the first block, alternating the signs of the components of a real
eigenvector of the projected matrix for `θ` gives an eigenvector for `-θ`. -/
theorem ritz_pairs {D : Matrix m n ℝ} {K : Matrix n m ℝ} {N : ℕ}
    {q p : ℕ → m ⊕ n → ℝ} {β γ : ℕ → ℝ} (h : IsLanczosRun (blockL D K) N q p β γ)
    {v w : m → ℝ} (hq : q 0 = Sum.elim v 0) (hp : p 0 = Sum.elim w 0)
    {θ : ℝ} {x : Fin (N + 1) → ℝ} (hx0 : x ≠ 0)
    (hx : projected (blockL D K) N q p *ᵥ x = θ • x) :
    (fun i : Fin (N + 1) => (-1 : ℝ) ^ (i : ℕ) * x i) ≠ 0 ∧
    projected (blockL D K) N q p *ᵥ (fun i => (-1 : ℝ) ^ (i : ℕ) * x i) =
      (-θ) • (fun i : Fin (N + 1) => (-1 : ℝ) ^ (i : ℕ) * x i) := by
  have alt := lanczos_alternates h hq hp
  constructor
  · intro h0
    apply hx0
    ext i
    exact (mul_eq_zero.mp (congrFun h0 i)).resolve_left (pow_ne_zero _ (by norm_num))
  · -- the projected matrix only couples steps of opposite parity
    have key : ∀ i j : Fin (N + 1), projected (blockL D K) N q p i j * (-1) ^ (j : ℕ) =
        -(-1) ^ (i : ℕ) * projected (blockL D K) N q p i j := by
      intro i j
      have hz : ((i : ℕ) + j) % 2 = 0 → projected (blockL D K) N q p i j = 0 := fun hij =>
        (alt i (by omega)).2.1.dot_eq_zero ((alt j (by omega)).1.mulVec D K) (by omega)
      rcases Nat.mod_two_eq_zero_or_one (i : ℕ) with hi | hi <;>
        rcases Nat.mod_two_eq_zero_or_one (j : ℕ) with hj | hj
      · rw [hz (by omega)]; ring
      · rw [(Nat.even_iff.mpr hi).neg_one_pow, (Nat.odd_iff.mpr hj).neg_one_pow]; ring
      · rw [(Nat.odd_iff.mpr hi).neg_one_pow, (Nat.even_iff.mpr hj).neg_one_pow]; ring
      · rw [hz (by omega)]; ring
    ext i
    have e := congrFun hx i
    simp only [Matrix.mulVec, dotProduct, Pi.smul_apply, smul_eq_mul] at e ⊢
    simp_rw [← mul_assoc, key, mul_assoc]
    rw [← Finset.mul_sum, e]
    ring
```

When the start vector occupies both blocks, the first coefficient need not vanish. Here `w` denotes the second-block part of a single nonzero vector $(v,w)$, which is scaled to unit length and used as both the left and the right start vector. The theorem below evaluates the numerator of
$$\alpha_0=\frac{\langle v,Dw\rangle+\langle w,Kv\rangle}{\|v\|^2+\|w\|^2}.$$
With $D=2$, $K=3$ and $v=w=1$, this is $5/2$.

```lean
/-- The dot product of a vector `(v, w)` with its image under the block matrix is `⟨v, D w⟩ + ⟨w, K
v⟩`. -/
theorem mixed_start (D : Matrix m n ℝ) (K : Matrix n m ℝ) (v : m → ℝ) (w : n → ℝ) :
    Sum.elim v w ⬝ᵥ (blockL D K *ᵥ Sum.elim v w) = v ⬝ᵥ (D *ᵥ w) + w ⬝ᵥ (K *ᵥ v) := by
  simp [blockL, Matrix.mulVec, dotProduct, Fintype.sum_sum_type]
```

Finally, the opening example is confirmed as a one-step run, with $\beta_1=3$ and $\gamma_1=2$.

```lean
/-- For `D = 2` and `K = 3`, the vectors `(1, 0)` and `(0, 1)` form a one-step run with
off-diagonal coefficients `3` and `2`. -/
theorem lanczosRun_witness :
    IsLanczosRun (blockL (!![2] : Matrix (Fin 1) (Fin 1) ℝ) !![3]) 1
      (fun j => if j = 0 then Sum.elim 1 0 else Sum.elim 0 1)
      (fun j => if j = 0 then Sum.elim 1 0 else Sum.elim 0 1)
      (fun _ => 3) (fun _ => 2) := by
  refine ⟨fun j hj => ?_, fun _ _ => by norm_num, fun _ _ => by norm_num,
    fun j hj => ?_, fun j hj => ?_⟩
  · interval_cases j <;> simp [dotProduct, Fintype.sum_sum_type]
  all_goals
    obtain rfl : j = 0 := by omega
    ext s
    rcases s with s | s <;> fin_cases s <;>
      simp [blockL, prev, Matrix.mulVec, dotProduct, Fintype.sum_sum_type]

end BlockLanczos
```

```lean
#print axioms BlockLanczos.IsLanczosRun.biorthogonal
-- 'BlockLanczos.IsLanczosRun.biorthogonal' depends on axioms: [propext, Classical.choice, Quot.sound]
#print axioms BlockLanczos.lanczos_alternates
-- 'BlockLanczos.lanczos_alternates' depends on axioms: [propext, Classical.choice, Quot.sound]
#print axioms BlockLanczos.ritz_pairs
-- 'BlockLanczos.ritz_pairs' depends on axioms: [propext, Classical.choice, Quot.sound]
#print axioms BlockLanczos.mixed_start
-- 'BlockLanczos.mixed_start' depends on axioms: [propext, Classical.choice, Quot.sound]
```
